# A polynomial propagator with error below one on an energy window of width W has degree at least ⌊tW/π⌋

Let H be a time-independent Hamiltonian whose spectrum lies in the energy window [E₀, E₁], of width W = E₁ − E₀, and set ℏ = 1. In a time t > 0 an eigenstate of energy x acquires the phase exp(−itx). A polynomial propagator replaces exp(−itH) by p(H), where p is a polynomial with complex coefficients, so for that eigenstate, taken as normalised, the norm of the error is |p(x) − exp(−itx)|. If a method builds the new state from linear combinations of ψ, Hψ, H²ψ and so on, a polynomial of degree n costs n applications of H. The question is how small n can be for a given t.

The claim is that if

|p(x) − exp(−itx)| < 1 for all x in [E₀, E₁],

then deg p ≥ ⌊tW/π⌋. For Chebyshev propagation of a quantum state under a time-independent Hamiltonian with bounded spectrum, this means that the expansion length must grow at least linearly with time if the error is to stay below one on the whole window.

## Sign changes on a ladder of energies

Put N = ⌊tW/π⌋ and take the energies

xₖ = E₀ + kπ/t, k = 0, 1, …, N.

They increase with k, and they lie in the window because Nπ/t ≤ W. After removal of the global phase of the lowest level, the exact evolution alternates in sign:

exp(itE₀) exp(−itxₖ) = exp(−ikπ) = (−1)ᵏ.

Let q(x) be the real part of exp(itE₀) p(x) for real x. Since powers of a real x are real, q is the polynomial whose coefficients are the real parts of those of exp(itE₀) p. It is therefore a real polynomial with deg q ≤ deg p. A factor of modulus one does not change the error, and a real part is no larger than the modulus, so

|q(xₖ) − (−1)ᵏ| ≤ |p(xₖ) − exp(−itxₖ)| < 1.

Hence q(xₖ) is positive for even k and negative for odd k. By the intermediate value theorem q has a root strictly between xₖ and xₖ₊₁ for each k < N. These N roots lie in disjoint intervals, so they are distinct. Since q(x₀) > 0, q is not the zero polynomial, and it has at most deg q roots. Therefore

N ≤ deg q ≤ deg p.

If H is shifted and scaled so that the window becomes [−1, 1], the time must be multiplied by W/2 to leave the propagator unchanged up to a global phase. With t now denoting this scaled time, the width is 2 and the bound reads deg p ≥ ⌊2t/π⌋. The integer 2⌊t/π⌋ does not exceed 2t/π, so deg p ≥ 2⌊t/π⌋. Since ⌊y⌋ > y − 1 for every real y, also deg p > 2t/π − 1.

The smallest case shows the mechanism. If tW < π, the bound is zero, and a constant is indeed enough: cos(tW/2) times the phase at the middle of the window has error at most sin(tW/2) < 1. At tW = π the phases at the two ends are opposite points of the unit circle. No constant is closer than one to both, and the degree must be at least 1.

## Phases, ladder and Hamiltonian in Lean

```lean
import Mathlib

open Polynomial
open scoped Real

namespace ChebyshevPropagationLowerBound

noncomputable section
```

The first definition is the exact phase, as a complex number depending on the real time `t` and the real energy `x`.

```lean
/-- The phase `exp(-itx)` acquired in time `t` by an eigenstate of energy `x` (with `ℏ = 1`). -/
def evolutionPhase (t x : ℝ) : ℂ := Complex.exp (-(Complex.I * t * x))
```

The ladder energy xₖ is `ladderEnergy E₀ t k`, with `k` a natural number starting at zero.

```lean
/-- The `k`-th level of a ladder that starts at `E₀` and has signed spacing `π / t`, for `t ≠ 0`. -/
def ladderEnergy (E₀ t : ℝ) (k : ℕ) : ℝ := E₀ + k * π / t
```

The same energies also serve as the spectrum of an explicit Hamiltonian. It is a diagonal matrix with `N + 1` levels, indexed by `Fin (N + 1)`, that is, by 0, …, N.

```lean
/-- The Hamiltonian with the first `N + 1` ladder energies, written in its eigenbasis, for `t ≠ 0`.
-/
def ladderHamiltonian (E₀ t : ℝ) (N : ℕ) : Matrix (Fin (N + 1)) (Fin (N + 1)) ℂ :=
  Matrix.diagonal fun k => (ladderEnergy E₀ t k : ℂ)
```

## From alternating signs to a degree

In the next lemma `x` is a sequence of points and not a single energy. The hypothesis `0 < (-1 : ℝ) ^ k * q.eval (x k)` expresses the alternation in one formula. The degree is `natDegree`, which is 0 for the zero polynomial.

The step `root` applies the intermediate value theorem in two versions, one for a descending and one for an ascending pair of values. `choose!` then collects the roots into a function `r`. The facts `hlt` and `hinj` show that the roots are ordered and hence distinct, and the final `calc` compares their number with the degree.

```lean
/-- A real polynomial whose values alternate in sign, starting with a positive one, at `N + 1`
increasing points has degree at least `N`. -/
theorem le_natDegree_of_alternating (q : ℝ[X]) (x : ℕ → ℝ) (hx : StrictMono x) (N : ℕ)
    (h : ∀ k ≤ N, 0 < (-1 : ℝ) ^ k * q.eval (x k)) : N ≤ q.natDegree := by
  -- a root between any two neighbouring points
  have root : ∀ k < N, ∃ r : ℝ, x k < r ∧ r < x (k + 1) ∧ q.eval r = 0 := by
    intro k hk
    have h0 := h k hk.le
    have h1 := h (k + 1) hk
    have hle : x k ≤ x (k + 1) := (hx (Nat.lt_succ_self k)).le
    have hc : ContinuousOn (fun y => q.eval y) (Set.Icc (x k) (x (k + 1))) :=
      q.continuous.continuousOn
    rw [pow_succ] at h1
    rcases neg_one_pow_eq_or ℝ k with e | e
    · rw [e] at h0 h1
      obtain ⟨r, hr, hr0⟩ := intermediate_value_Ioo' hle hc
        (show (0 : ℝ) ∈ Set.Ioo (q.eval (x (k + 1))) (q.eval (x k)) from
          ⟨by linarith, by linarith⟩)
      exact ⟨r, hr.1, hr.2, hr0⟩
    · rw [e] at h0 h1
      obtain ⟨r, hr, hr0⟩ := intermediate_value_Ioo hle hc
        (show (0 : ℝ) ∈ Set.Ioo (q.eval (x k)) (q.eval (x (k + 1))) from
          ⟨by linarith, by linarith⟩)
      exact ⟨r, hr.1, hr.2, hr0⟩
  choose! r hr using root
  have hlt : ∀ i j, i < j → j < N → r i < r j := by
    intro i j hij hj
    have h1 := (hr i (hij.trans hj)).2.1
    have h2 : x (i + 1) ≤ x j := hx.monotone hij
    have h3 := (hr j hj).1
    linarith
  have hinj : Set.InjOn r (Finset.range N : Set ℕ) := by
    intro i hi j hj hij
    have hi' : i < N := by simpa using hi
    have hj' : j < N := by simpa using hj
    rcases lt_trichotomy i j with hl | he | hl
    · exact absurd hij (hlt i j hl hj').ne
    · exact he
    · exact absurd hij (hlt j i hl hi').ne'
  have hq : q ≠ 0 := by
    intro h0
    have := h 0 (Nat.zero_le N)
    simp [h0] at this
  -- count the roots
  have hsub : (Finset.range N).image r ⊆ q.roots.toFinset := by
    intro y hy
    obtain ⟨k, hk, rfl⟩ := Finset.mem_image.mp hy
    rw [Multiset.mem_toFinset, mem_roots hq]
    exact (hr k (Finset.mem_range.mp hk)).2.2
  calc N = ((Finset.range N).image r).card := by
        rw [Finset.card_image_of_injOn hinj, Finset.card_range]
    _ ≤ q.roots.toFinset.card := Finset.card_le_card hsub
    _ ≤ q.roots.card := Multiset.toFinset_card_le _
    _ ≤ q.natDegree := card_roots' q
```

The real polynomial q is built from the real parts of the coefficients. The first part of the proof bounds its degree term by term; the second checks that its value at a real `x` is the real part of the value of `p`.

```lean
/-- On the real energy axis the real part of a complex polynomial is a real polynomial of no
larger degree. -/
theorem exists_realPart (p : ℂ[X]) :
    ∃ q : ℝ[X], q.natDegree ≤ p.natDegree ∧ ∀ x : ℝ, q.eval x = (p.eval (x : ℂ)).re := by
  refine ⟨∑ i ∈ Finset.range (p.natDegree + 1), C (p.coeff i).re * X ^ i, ?_, ?_⟩
  · apply natDegree_sum_le_of_forall_le
    intro i hi
    exact (natDegree_C_mul_X_pow_le _ _).trans (Nat.lt_succ_iff.mp (Finset.mem_range.mp hi))
  · intro x
    rw [eval_finsetSum, eval_eq_sum_range, Complex.re_sum]
    refine Finset.sum_congr rfl fun i _ => ?_
    rw [← Complex.ofReal_pow, Complex.mul_re, Complex.ofReal_re, Complex.ofReal_im, mul_zero,
      sub_zero, eval_mul, eval_C, eval_pow, eval_X]
```

The alternating phase is a computation with exponents. The proof first establishes t·xₖ = tE₀ + kπ, then adds the two exponents and uses exp(iπ) = −1.

```lean
/-- Up to the global phase of the level `E₀`, the exact evolution for a time `t ≠ 0` multiplies the
`k`-th ladder state by `(-1)^k`. -/
theorem phase_on_ladder (E₀ t : ℝ) (ht : t ≠ 0) (k : ℕ) :
    Complex.exp ((t * E₀ : ℝ) * Complex.I) * evolutionPhase t (ladderEnergy E₀ t k)
      = (-1) ^ k := by
  have hx : t * ladderEnergy E₀ t k = t * E₀ + k * π := by
    unfold ladderEnergy
    field_simp
  have hc : (t : ℂ) * (ladderEnergy E₀ t k : ℂ) = t * E₀ + k * π := by exact_mod_cast hx
  have harg : ((t * E₀ : ℝ) : ℂ) * Complex.I + -(Complex.I * t * (ladderEnergy E₀ t k : ℂ))
      = (k : ℂ) * (-(π * Complex.I)) := by
    rw [Complex.ofReal_mul]
    linear_combination (-Complex.I) * hc
  rw [evolutionPhase, ← Complex.exp_add, harg, Complex.exp_nat_mul, Complex.exp_neg,
    Complex.exp_pi_mul_I]
  norm_num
```

## The bound on the ladder and on the window

The central theorem needs the error bound only at the `N + 1` ladder energies. It applies `exists_realPart` to the rotated polynomial exp(itE₀) p and `le_natDegree_of_alternating` to the result. The long rewrite of `hn` multiplies the error by |exp(itE₀)| = 1, which turns the exact phase into (−1)ᵏ. The inequality between real part and modulus follows, and the even and odd cases give the two signs.

```lean
/-- For `t > 0`, a polynomial that reproduces the evolution phases of `N + 1` successive ladder
energies with errors below one has degree at least `N`. -/
theorem degree_bound_on_ladder (E₀ t : ℝ) (ht : 0 < t) (N : ℕ) (p : ℂ[X])
    (h : ∀ k ≤ N, ‖p.eval (ladderEnergy E₀ t k : ℂ)
      - evolutionPhase t (ladderEnergy E₀ t k)‖ < 1) : N ≤ p.natDegree := by
  obtain ⟨q, hdeg, hq⟩ := exists_realPart (C (Complex.exp ((t * E₀ : ℝ) * Complex.I)) * p)
  have hmono : StrictMono (ladderEnergy E₀ t) := by
    refine strictMono_nat_of_lt_succ fun k => ?_
    have h1 : 0 < π / t := div_pos Real.pi_pos ht
    have h2 : ((k : ℝ) + 1) * π / t = k * π / t + π / t := by ring
    unfold ladderEnergy
    push_cast
    linarith
  refine (le_natDegree_of_alternating q _ hmono N fun k hk => ?_).trans
    (hdeg.trans (natDegree_C_mul_le _ _))
  -- the rotated polynomial is closer than one to `(-1)^k`
  have hn := h k hk
  rw [← one_mul ‖_‖, ← Complex.norm_exp_ofReal_mul_I (t * E₀), ← norm_mul, mul_sub,
    phase_on_ladder E₀ t ht.ne' k, Complex.norm_exp_ofReal_mul_I] at hn
  have hre := (Complex.abs_re_le_norm _).trans_lt hn
  rw [hq, eval_mul, eval_C]
  rcases Nat.even_or_odd k with e | e
  · rw [e.neg_one_pow, Complex.sub_re, Complex.one_re] at hre
    rw [e.neg_one_pow]
    linarith [(abs_lt.mp hre).1]
  · rw [e.neg_one_pow, Complex.sub_re, Complex.neg_re, Complex.one_re] at hre
    rw [e.neg_one_pow]
    linarith [(abs_lt.mp hre).2]
```

For the whole window it remains to show that the ladder fits. In Lean `⌊ ⌋₊` is the floor with values in the natural numbers, and `Set.Icc E₀ E₁` is the closed interval. The inequalities `h1` to `h4` turn k ≤ tW/π into 0 ≤ kπ/t ≤ W.

The theorem speaks about the degree of `p`; that this degree counts the applications of H is a property of the propagation method and does not enter the hypotheses.

```lean
/-- If a polynomial approximates `exp(-itx)` with error below one on the whole energy window
`[E₀, E₁]`, with `t > 0`, its degree is at least `⌊t (E₁ - E₀) / π⌋`. -/
theorem degree_lower_bound (E₀ E₁ t : ℝ) (hE : E₀ ≤ E₁) (ht : 0 < t) (p : ℂ[X])
    (h : ∀ x ∈ Set.Icc E₀ E₁, ‖p.eval (x : ℂ) - evolutionPhase t x‖ < 1) :
    ⌊t * (E₁ - E₀) / π⌋₊ ≤ p.natDegree := by
  refine degree_bound_on_ladder E₀ t ht _ p fun k hk => h _ ?_
  -- the ladder fits into the window
  have h0 : 0 ≤ t * (E₁ - E₀) / π :=
    div_nonneg (mul_nonneg ht.le (sub_nonneg.mpr hE)) Real.pi_pos.le
  have h1 : (k : ℝ) ≤ t * (E₁ - E₀) / π := (Nat.cast_le.mpr hk).trans (Nat.floor_le h0)
  have h2 := (le_div_iff₀ Real.pi_pos).mp h1
  have h3 : (k : ℝ) * π / t ≤ E₁ - E₀ := (div_le_iff₀ ht).mpr (by linarith)
  have h4 : 0 ≤ (k : ℝ) * π / t := by positivity
  unfold ladderEnergy
  exact ⟨by linarith, by linarith⟩
```

The scaled version sets E₀ = −1 and E₁ = 1, and its `t` is the scaled time. Its first conclusion is the bound with 2⌊t/π⌋, and its second is a linear lower bound without a floor.

```lean
/-- For a spectrum scaled to `[-1, 1]` and `t > 0`, a polynomial propagator with error below one
has degree at least `2 ⌊t / π⌋`, and its degree exceeds `2 t / π - 1`. -/
theorem degree_lower_bound_scaled (t : ℝ) (ht : 0 < t) (p : ℂ[X])
    (h : ∀ x ∈ Set.Icc (-1 : ℝ) 1, ‖p.eval (x : ℂ) - evolutionPhase t x‖ < 1) :
    2 * ⌊t / π⌋₊ ≤ p.natDegree ∧ 2 * t / π - 1 < p.natDegree := by
  have hb := degree_lower_bound (-1) 1 t (by norm_num) ht p h
  have e : t * (1 - (-1)) / π = 2 * (t / π) := by ring
  rw [e] at hb
  constructor
  · refine le_trans (Nat.le_floor ?_) hb
    have := Nat.floor_le (div_pos ht Real.pi_pos).le
    push_cast
    linarith
  · have h1 := Nat.lt_floor_add_one (2 * (t / π))
    have h2 : ((⌊2 * (t / π)⌋₊ : ℕ) : ℝ) ≤ p.natDegree := Nat.cast_le.mpr hb
    have h3 : 2 * t / π = 2 * (t / π) := by ring
    linarith
```

## A Hamiltonian that needs the full degree

The next theorem replaces the scalar phase by the matrix exponential. Here `aeval (ladderHamiltonian E₀ t N) p` is p(H), and `NormedSpace.exp` of −itH is the exact propagator. Both are diagonal, so their difference has the entries p(xₖ) − exp(−itxₖ), and the hypothesis asks that each be below one in modulus.

The proof shows by induction on the polynomial (`hp`) that p(H) acts on each energy separately, and `hexp` does the same for the exponential. The bound on the ladder then applies.

The spacing π/t of this Hamiltonian depends on the time, so each t has its own H. For one fixed Hermitian matrix with d distinct eigenvalues, interpolation reproduces the propagator at any time with degree at most d − 1. Linear growth for all times thus belongs to the error bound on a whole window, not to a single finite spectrum.

```lean
/-- For `t > 0`, if each diagonal element of `p(H) - exp(-itH)` in the eigenbasis of the ladder
Hamiltonian `H` with `N + 1` levels is below one in modulus, then `p` has degree at least `N`. -/
theorem ladderHamiltonian_degree_bound (E₀ t : ℝ) (ht : 0 < t) (N : ℕ) (p : ℂ[X])
    (h : ∀ k, ‖(aeval (ladderHamiltonian E₀ t N) p
      - NormedSpace.exp ((-(Complex.I * t)) • ladderHamiltonian E₀ t N)) k k‖ < 1) :
    N ≤ p.natDegree := by
  -- a polynomial of a diagonal matrix acts on each energy separately
  have hp : ∀ (d : Fin (N + 1) → ℂ) (f : ℂ[X]),
      aeval (Matrix.diagonal d) f = Matrix.diagonal fun k => f.eval (d k) := by
    intro d f
    induction f using Polynomial.induction_on' with
    | add f g hf hg => simp only [map_add, hf, hg, Matrix.diagonal_add, eval_add]
    | monomial n a =>
      rw [aeval_monomial, Matrix.diagonal_pow, Matrix.algebraMap_eq_diagonal,
        Matrix.diagonal_mul_diagonal]
      simp [eval_monomial]
  -- and so does the exponential
  have hexp : ∀ (d : Fin (N + 1) → ℂ) (k : Fin (N + 1)),
      NormedSpace.exp d k = NormedSpace.exp (d k) := fun d k =>
    NormedSpace.map_exp (Pi.evalRingHom (fun _ : Fin (N + 1) => ℂ) k) (continuous_apply k) d
  refine degree_bound_on_ladder E₀ t ht N p fun k hk => ?_
  have hk' := h ⟨k, Nat.lt_succ_of_le hk⟩
  rw [ladderHamiltonian, hp, ← Matrix.diagonal_smul, Matrix.exp_diagonal, Matrix.sub_apply,
    Matrix.diagonal_apply_eq, Matrix.diagonal_apply_eq, hexp,
    ← Complex.exp_eq_exp_ℂ, Pi.smul_apply, smul_eq_mul, neg_mul] at hk'
  exact hk'
```

## An error of exactly one

The threshold in the hypothesis is strict. If it were relaxed to an error of at most one, the zero polynomial would be admitted at every time, although it sends every state to zero. Its degree is 0, so the bound would fail as soon as tW ≥ π. The last theorem computes its error: it is the modulus of a pure phase.

```lean
/-- The zero polynomial approximates the evolution phase with error exactly one at every time
and energy. -/
theorem zero_polynomial_error (t x : ℝ) :
    ‖(0 : ℂ[X]).eval (x : ℂ) - evolutionPhase t x‖ = 1 := by
  have e : -(Complex.I * t * x) = ((-(t * x) : ℝ) : ℂ) * Complex.I := by
    push_cast
    ring
  rw [eval_zero, zero_sub, norm_neg, evolutionPhase, e, Complex.norm_exp_ofReal_mul_I]

end

end ChebyshevPropagationLowerBound
```

```lean
#print axioms ChebyshevPropagationLowerBound.degree_lower_bound_scaled
#print axioms ChebyshevPropagationLowerBound.ladderHamiltonian_degree_bound
#print axioms ChebyshevPropagationLowerBound.zero_polynomial_error
```

```
'ChebyshevPropagationLowerBound.degree_lower_bound_scaled' depends on axioms: [propext, Classical.choice, Quot.sound]
'ChebyshevPropagationLowerBound.ladderHamiltonian_degree_bound' depends on axioms: [propext, Classical.choice, Quot.sound]
'ChebyshevPropagationLowerBound.zero_polynomial_error' depends on axioms: [propext, Classical.choice, Quot.sound]
```
